# A one-channel PAW overlap operator can be indefinite even when the transformation is invertible

In a projector augmented-wave (PAW) calculation the eigenvalue problem is solved for smooth states x, and a linear map T restores the all-electron states Tx. The norm that matters is that of Tx, so the smooth problem carries an overlap operator S in place of the identity. The exact choice, TᵀT, is positive definite whenever T is invertible. The S used in practice is a simpler expression, equal to TᵀT when the smooth partial waves expand the smooth state completely in the augmentation region. With a finite set of partial waves that expansion is truncated. Does S then remain positive definite, given that the projectors are biorthogonal to the smooth partial waves and T is invertible?

For one channel in a finite real basis the answer is "not always", and two dimensions suffice to show it.

## The model: one channel, real vectors

```lean
import Mathlib

open Function

namespace PAWOverlapIncomplete

noncomputable section

variable {n : Type*} [Fintype n]
```

The file loads the library Mathlib and fixes a finite index set `n`. A state is a function `n → ℝ`, that is, a real column vector with one component per basis function. The basis is orthonormal, since the inner product used below is the plain sum of products of components, written `⬝ᵥ` in Lean and ⟨·,·⟩ here.

```lean
/-- The one-channel PAW transformation `T = 1 + (φ - φt) pᵀ`, acting on a smooth state `x`. -/
def transform (φ φt p x : n → ℝ) : n → ℝ :=
  x + (p ⬝ᵥ x) • (φ - φt)
```

The all-electron partial wave is φ, the smooth one is φt, and p is the projector. The definition reads

T x = x + ⟨p,x⟩ (φ − φt).

The number ⟨p,x⟩ says how much of φt the state contains, and that amount of φt is exchanged for φ. The symbol `•` multiplies a vector by a number.

```lean
/-- The one-channel overlap operator `S = 1 + (‖φ‖² - ‖φt‖²) p pᵀ`, acting on `x`. -/
def overlap (φ φt p x : n → ℝ) : n → ℝ :=
  x + ((φ ⬝ᵥ φ - φt ⬝ᵥ φt) * (p ⬝ᵥ x)) • p
```

With the abbreviation q = ‖φ‖² − ‖φt‖², this is

S x = x + q ⟨p,x⟩ p.

The number q is the squared norm that the smooth partial wave lacks, or, if q is negative, has in excess. The formula can be evaluated in this order: project, multiply by q, add the result along p. With several channels q becomes a matrix, a case not treated here. The model also has no augmentation spheres and no Hamiltonian.

```lean
/-- An operator is indefinite if its expectation value takes both signs. -/
def Indefinite (A : (n → ℝ) → (n → ℝ)) : Prop :=
  (∃ x, x ⬝ᵥ A x < 0) ∧ ∃ y, 0 < y ⬝ᵥ A y
```

An operator A is called indefinite if ⟨x,Ax⟩ is negative for some x and positive for some other vector y. The vectors need not be normalised, because dividing by ‖x‖² doesn't change a sign.

## Norms before and after the transformation

```lean
/-- A nonzero vector has positive squared norm. -/
lemma normSq_pos {v : n → ℝ} (hv : v ≠ 0) : 0 < v ⬝ᵥ v := by
  have h0 : 0 ≤ v ⬝ᵥ v := Finset.sum_nonneg fun i _ => mul_self_nonneg (v i)
  exact lt_of_le_of_ne h0 fun h => hv (dotProduct_self_eq_zero.1 h.symm)
```

A nonzero vector has positive squared norm. The sum of squares is never negative, and it vanishes only for the zero vector.

```lean
/-- The expectation value of the overlap operator is the plain squared norm plus the difference
`‖φ‖² - ‖φt‖²` times the squared projection. -/
theorem overlap_expectation (φ φt p x : n → ℝ) :
    x ⬝ᵥ overlap φ φt p x =
      x ⬝ᵥ x + (φ ⬝ᵥ φ - φt ⬝ᵥ φt) * (p ⬝ᵥ x) ^ 2 := by
  have hc : x ⬝ᵥ p = p ⬝ᵥ x := dotProduct_comm x p
  simp only [overlap, dotProduct_add, dotProduct_smul, smul_eq_mul]
  rw [hc]
  ring
```

Taking the inner product of x with Sx gives

⟨x,Sx⟩ = ‖x‖² + q ⟨p,x⟩².

In the proof, `simp only` expands the inner product by linearity and `ring` completes the algebra. Only the second term can be negative, and only if q < 0.

```lean
/-- The squared norm of the transformed state is the expectation value of `S` plus a term
containing the remainder `x - ⟨p,x⟩ φt` of the partial-wave expansion. -/
theorem norm_transform_eq (φ φt p x : n → ℝ) :
    transform φ φt p x ⬝ᵥ transform φ φt p x =
      x ⬝ᵥ overlap φ φt p x
        + 2 * (p ⬝ᵥ x) * ((φ - φt) ⬝ᵥ (x - (p ⬝ᵥ x) • φt)) := by
  rw [overlap_expectation]
  have h1 : x ⬝ᵥ φ = φ ⬝ᵥ x := dotProduct_comm x φ
  have h2 : x ⬝ᵥ φt = φt ⬝ᵥ x := dotProduct_comm x φt
  have h3 : φt ⬝ᵥ φ = φ ⬝ᵥ φt := dotProduct_comm φt φ
  simp only [transform, dotProduct_add, add_dotProduct, dotProduct_sub, sub_dotProduct,
    dotProduct_smul, smul_dotProduct, smul_eq_mul]
  rw [h1, h2, h3]
  ring
```

This theorem compares the true norm with the one that S assigns. Write c = ⟨p,x⟩ and d = φ − φt. Expanding the square gives

‖Tx‖² = ‖x‖² + 2c ⟨d,x⟩ + c² ‖d‖².

Subtract ⟨x,Sx⟩ = ‖x‖² + q c². Since ‖d‖² − q = 2‖φt‖² − 2⟨φ,φt⟩ = −2⟨d,φt⟩, the difference is

‖Tx‖² − ⟨x,Sx⟩ = 2c ⟨d, x − cφt⟩.

The vector x − cφt is the part of the smooth state that the partial-wave expansion misses. If it is zero, S gives the correct norm. Otherwise the right-hand side can have either sign, and the identity alone doesn't force ⟨x,Sx⟩ to inherit the positivity of ‖Tx‖². The Lean proof is the same expansion, and the identity holds for any p, biorthogonal or not.

## When T is invertible

```lean
/-- For a biorthogonal projector, the PAW transformation is invertible exactly when the
projector has nonzero overlap with the all-electron partial wave. -/
theorem transform_bijective_iff {φ φt p : n → ℝ} (h : p ⬝ᵥ φt = 1) :
    Bijective (transform φ φt p) ↔ p ⬝ᵥ φ ≠ 0 := by
  constructor
  · intro hT h0
    -- if `⟨p,φ⟩ = 0`, the difference `φ - φt` is sent to zero
    have hz : transform φ φt p (φ - φt) = transform φ φt p 0 := by
      simp only [transform, dotProduct_sub, h, h0, dotProduct_zero]
      module
    have he : φ = φt := sub_eq_zero.1 (hT.1 hz)
    rw [he, h] at h0
    exact one_ne_zero h0
  · intro h0
    have hproj : ∀ x, p ⬝ᵥ transform φ φt p x = (p ⬝ᵥ x) * (p ⬝ᵥ φ) := by
      intro x
      simp only [transform, dotProduct_add, dotProduct_smul, dotProduct_sub, h, smul_eq_mul]
      ring
    constructor
    · intro x y hxy
      have hp : p ⬝ᵥ x = p ⬝ᵥ y := by
        apply mul_right_cancel₀ h0
        rw [← hproj, ← hproj, hxy]
      simp only [transform, hp] at hxy
      exact add_right_cancel hxy
    · intro y
      -- the explicit preimage
      refine ⟨y - ((p ⬝ᵥ y) / (p ⬝ᵥ φ)) • (φ - φt), ?_⟩
      have hp : p ⬝ᵥ (y - ((p ⬝ᵥ y) / (p ⬝ᵥ φ)) • (φ - φt)) = (p ⬝ᵥ y) / (p ⬝ᵥ φ) := by
        simp only [dotProduct_sub, dotProduct_smul, h, smul_eq_mul]
        have hd := div_mul_cancel₀ (p ⬝ᵥ y) h0
        linear_combination -hd
      simp only [transform, hp]
      exact sub_add_cancel _ _
```

The hypothesis `h` is biorthogonality, ⟨p,φt⟩ = 1: the projector counts the smooth partial wave exactly once. Under it, T is bijective exactly when ⟨p,φ⟩ ≠ 0.

Suppose first that T is bijective but ⟨p,φ⟩ = 0. Then ⟨p,d⟩ = −1, so Td = d − d = 0 = T0. Injectivity gives d = 0, hence φ = φt and ⟨p,φ⟩ = 1, a contradiction.

Suppose now that ⟨p,φ⟩ ≠ 0. Projecting Tx onto p gives

⟨p,Tx⟩ = ⟨p,x⟩ + ⟨p,x⟩(⟨p,φ⟩ − 1) = ⟨p,x⟩⟨p,φ⟩,

which is `hproj` in the file. If Tx = Ty, then ⟨p,x⟩ = ⟨p,y⟩, the added terms agree, and x = y. For surjectivity, a given y has the preimage

x = y − (⟨p,y⟩/⟨p,φ⟩) d.

Its projection is ⟨p,x⟩ = ⟨p,y⟩/⟨p,φ⟩, so T adds back exactly what was subtracted.

## When S is positive definite

```lean
/-- The overlap operator is positive definite exactly when
`1 + (‖φ‖² - ‖φt‖²) ‖p‖²` is positive. -/
theorem overlap_posDef_iff (φ φt p : n → ℝ) :
    (∀ x, x ≠ 0 → 0 < x ⬝ᵥ overlap φ φt p x) ↔
      0 < 1 + (φ ⬝ᵥ φ - φt ⬝ᵥ φt) * (p ⬝ᵥ p) := by
  constructor
  · intro h
    by_cases hp : p = 0
    · simp [hp]
    · -- test the quadratic form on the projector itself
      have h1 := h p hp
      rw [overlap_expectation] at h1
      apply (mul_pos_iff_of_pos_left (normSq_pos hp)).1
      linarith
  · intro h x hx
    rw [overlap_expectation]
    have hxx := normSq_pos hx
    have hcs : (p ⬝ᵥ x) ^ 2 ≤ (p ⬝ᵥ p) * (x ⬝ᵥ x) := by
      have := Finset.sum_mul_sq_le_sq_mul_sq Finset.univ p x
      simpa only [dotProduct, pow_two] using this
    rcases le_total 0 (φ ⬝ᵥ φ - φt ⬝ᵥ φt) with hq | hq
    · have := mul_nonneg hq (sq_nonneg (p ⬝ᵥ x))
      linarith
    · have h1 := mul_le_mul_of_nonpos_left hcs hq
      have h2 := mul_pos h hxx
      linarith
```

The left side of `↔` says that ⟨x,Sx⟩ > 0 for every nonzero x. The right side is a single number to check:

1 + q‖p‖² > 0.

From left to right, the test vector is p itself. If p = 0 the number is 1. Otherwise

⟨p,Sp⟩ = ‖p‖² (1 + q‖p‖²),

and the positive factor ‖p‖² can be divided out.

From right to left, take x ≠ 0. If q ≥ 0, then ⟨x,Sx⟩ ≥ ‖x‖² > 0. If q ≤ 0, the Cauchy-Schwarz inequality ⟨p,x⟩² ≤ ‖p‖²‖x‖², called `hcs` in the file, gives

⟨x,Sx⟩ ≥ ‖x‖² (1 + q‖p‖²) > 0.

The tactic `rcases` splits the proof into these two cases, and `linarith` combines the inequalities.

The criterion matters in a calculation because dense solvers for the generalised eigenvalue problem Hx = εSx, where H is the Hamiltonian acting on smooth states and ε the energy, commonly start from a Cholesky factorisation of the overlap matrix, which requires positive definiteness. For a single channel, q‖p‖² can be evaluated before any such factorisation. Biorthogonality fixes only the component of p along φt, so in two or more dimensions ‖p‖ can still be arbitrarily large.

## Constructing a projector that makes S indefinite

```lean
/-- If the smooth partial wave has the larger norm, is not orthogonal to the all-electron one,
and does not span the space, then some biorthogonal projector gives an invertible `T` and an
indefinite `S`. -/
theorem exists_projector_indefinite {φ φt u : n → ℝ} (hlt : φ ⬝ᵥ φ < φt ⬝ᵥ φt)
    (hne : φt ⬝ᵥ φ ≠ 0) (hu0 : u ≠ 0) (hu : u ⬝ᵥ φt = 0) :
    ∃ p : n → ℝ, p ⬝ᵥ φt = 1 ∧ Bijective (transform φ φt p) ∧
      Indefinite (overlap φ φt p) := by
  have hu' : φt ⬝ᵥ u = 0 := by rw [dotProduct_comm, hu]
  have hU := normSq_pos hu0
  have hN : 0 < φt ⬝ᵥ φt := normSq_pos fun h => hne (by rw [h, zero_dotProduct])
  have hD : 0 < φt ⬝ᵥ φt - φ ⬝ᵥ φ := sub_pos.2 hlt
  obtain ⟨m, hm0, hm⟩ : ∃ m : ℝ, 0 < m ∧ m * (φt ⬝ᵥ φt) = 1 :=
    ⟨_, inv_pos.2 hN, inv_mul_cancel₀ hN.ne'⟩
  -- a projector with a large enough component `t u` works if its product with `φ` is nonzero
  have key : ∀ t : ℝ, 1 < (φt ⬝ᵥ φt - φ ⬝ᵥ φ) * (u ⬝ᵥ u) * t ^ 2 →
      (m • φt + t • u) ⬝ᵥ φ ≠ 0 → ∃ p : n → ℝ, p ⬝ᵥ φt = 1 ∧
        Bijective (transform φ φt p) ∧ Indefinite (overlap φ φt p) := by
    intro t ht hφ
    have hp1 : (m • φt + t • u) ⬝ᵥ φt = 1 := by
      simp only [add_dotProduct, smul_dotProduct, smul_eq_mul, hu]
      linear_combination hm
    have hpp : (m • φt + t • u) ⬝ᵥ (m • φt + t • u) = m + t ^ 2 * (u ⬝ᵥ u) := by
      simp only [add_dotProduct, dotProduct_add, smul_dotProduct, dotProduct_smul,
        smul_eq_mul, hu, hu']
      linear_combination m * hm
    generalize m • φt + t • u = p at hφ hp1 hpp ⊢
    refine ⟨p, hp1, (transform_bijective_iff hp1).2 hφ, ⟨p, ?_⟩, (p ⬝ᵥ u) • φt - u, ?_⟩
    · have hpos : 0 < p ⬝ᵥ p := by rw [hpp]; positivity
      have hneg : 1 + (φ ⬝ᵥ φ - φt ⬝ᵥ φt) * (p ⬝ᵥ p) < 0 := by
        rw [hpp]
        linarith [mul_pos hD hm0]
      rw [overlap_expectation]
      linarith [mul_neg_of_pos_of_neg hpos hneg]
    · -- a nonzero state orthogonal to the projector keeps its plain norm
      have hy : p ⬝ᵥ ((p ⬝ᵥ u) • φt - u) = 0 := by
        simp only [dotProduct_sub, dotProduct_smul, hp1, smul_eq_mul]
        ring
      rw [overlap_expectation, hy]
      have hy0 : (p ⬝ᵥ u) • φt - u ≠ 0 := by
        intro h
        have h1 : u ⬝ᵥ ((p ⬝ᵥ u) • φt - u) = 0 := by rw [h, dotProduct_zero]
        simp only [dotProduct_sub, dotProduct_smul, hu, smul_eq_mul] at h1
        linarith
      linarith [normSq_pos hy0]
  have hE := mul_pos hD hU
  obtain ⟨e, he0, he⟩ : ∃ e : ℝ, 0 < e ∧
      (φt ⬝ᵥ φt - φ ⬝ᵥ φ) * (u ⬝ᵥ u) * e = 1 :=
    ⟨_, inv_pos.2 hE, mul_inv_cancel₀ hE.ne'⟩
  have ht : 1 < (φt ⬝ᵥ φt - φ ⬝ᵥ φ) * (u ⬝ᵥ u) * (1 + e) ^ 2 := by
    have : (φt ⬝ᵥ φt - φ ⬝ᵥ φ) * (u ⬝ᵥ u) * (1 + e) ^ 2
        = (φt ⬝ᵥ φt - φ ⬝ᵥ φ) * (u ⬝ᵥ u) + 2 + e := by
      linear_combination (2 + e) * he
    linarith
  -- at least one sign of the component along `u` keeps `T` invertible
  by_cases h : (m • φt + (1 + e) • u) ⬝ᵥ φ = 0
  · refine key (-(1 + e)) (by rw [neg_sq]; exact ht) fun h' => ?_
    simp only [add_dotProduct, smul_dotProduct, smul_eq_mul] at h h'
    have : m * (φt ⬝ᵥ φ) = 0 := by linarith
    exact mul_ne_zero hm0.ne' hne this
  · exact key (1 + e) ht h
```

Three conditions are placed on the partial waves. The smooth wave has the larger norm, ‖φ‖ < ‖φt‖, so q < 0. The two waves are not orthogonal. There is also a nonzero vector u orthogonal to φt, so φt alone does not span the space and the dimension is at least two. The conclusion is that some p exists which is biorthogonal, makes T invertible and makes S indefinite. It is a statement about the existence of such a projector and says nothing about how common they are.

Put m = 1/‖φt‖² and try

p = m φt + t u.

Then ⟨p,φt⟩ = 1 for every real t, and ‖p‖² = m + t²‖u‖². With D = ‖φt‖² − ‖φ‖² = −q > 0,

1 + q‖p‖² = 1 − Dm − D‖u‖²t²,

which is negative as soon as D‖u‖²t² > 1. Then ⟨p,Sp⟩ < 0.

For a positive value, take y = ⟨p,u⟩φt − u. It satisfies ⟨p,y⟩ = 0, so ⟨y,Sy⟩ = ‖y‖². It is nonzero because ⟨u,y⟩ = −‖u‖². Hence S takes both signs. The file proves this once for every suitable t, under the name `key`.

It remains to choose t so that ⟨p,φ⟩ ≠ 0. With e = 1/(D‖u‖²), the value t = 1 + e is large enough, since

D‖u‖²(1 + e)² = D‖u‖² + 2 + e > 1.

The value t = −(1 + e) has the same square. If ⟨p,φ⟩ vanished for both signs, adding the two equations would give 2m⟨φt,φ⟩ = 0, which the second condition excludes. The `by_cases` step uses the positive sign if it works and the negative sign otherwise.

## The example in the plane, with numbers

```lean
/-- In the plane, `φt = (1,0)`, `φ = (1/2,0)` and `p = (1,2)` satisfy `⟨p,φt⟩ = 1` with invertible
`T`, yet `⟨p,Sp⟩ = -55/4` and `S` is indefinite. -/
theorem plane_counterexample :
    let φt : Fin 2 → ℝ := ![1, 0]
    let φ : Fin 2 → ℝ := ![1 / 2, 0]
    let p : Fin 2 → ℝ := ![1, 2]
    p ⬝ᵥ φt = 1 ∧ Bijective (transform φ φt p) ∧
      p ⬝ᵥ overlap φ φt p p = -55 / 4 ∧ Indefinite (overlap φ φt p) := by
  intro φt φ p
  have h1 : p ⬝ᵥ φt = 1 := by norm_num [p, φt, dotProduct, Fin.sum_univ_two]
  have h2 : p ⬝ᵥ φ ≠ 0 := by norm_num [p, φ, dotProduct, Fin.sum_univ_two]
  have h3 : p ⬝ᵥ overlap φ φt p p = -55 / 4 := by
    rw [overlap_expectation]
    norm_num [p, φ, φt, dotProduct, Fin.sum_univ_two]
  refine ⟨h1, (transform_bijective_iff h1).2 h2, h3, ⟨p, by rw [h3]; norm_num⟩, ![2, -1], ?_⟩
  rw [overlap_expectation]
  norm_num [p, φ, φt, dotProduct, Fin.sum_univ_two]

end

end PAWOverlapIncomplete
```

`Fin 2 → ℝ` is the type of real vectors with two components, and `![1, 0]` is the vector (1, 0). The theorem joins four statements by `∧`, meaning "and": biorthogonality, invertibility of T, the value of ⟨p,Sp⟩, and indefiniteness of S.

The vectors are φt = (1, 0), φ = (1/2, 0) and p = (1, 2). The projections are

⟨p,φt⟩ = 1,  ⟨p,φ⟩ = 1/2,

so p is biorthogonal and T is invertible. Next,

q = 1/4 − 1 = −3/4,  ‖p‖² = 5,

⟨p,Sp⟩ = 5 − (3/4)·25 = −55/4.

Divided by ‖p‖², this is −11/4 for the normalised vector. The vector (2, −1) is orthogonal to p and gives ⟨y,Sy⟩ = 5, or 1 after normalisation. As a matrix,

S = [[1/4, −3/2], [−3/2, −2]],

whose eigenvalues are those two normalised values, 1 and −11/4. A Cholesky factorisation accepts the first pivot, 1/4, and stops at the second, −2 − (9/4)/(1/4) = −11.

The transformed state itself has an ordinary positive norm:

Tp = (1, 2) + 5·(−1/2, 0) = (−3/2, 2),  ‖Tp‖² = 25/4.

The gap between 25/4 and −55/4 is 20, and the incompleteness term accounts for all of it. The missed part of the state is p − 5φt = (−4, 2), and

2·5·⟨(−1/2, 0), (−4, 2)⟩ = 10·2 = 20.

The example is the construction of the preceding theorem with u = (0, 1) and t = 2, which also yields the test vector (2, −1). In Lean, `norm_num` evaluates the inner products, and the earlier theorems supply invertibility and the formula for ⟨x,Sx⟩.

In this one-channel, finite-dimensional model of PAW, biorthogonality and an invertible T are not enough to make S positive definite. S is positive definite exactly when q‖p‖² > −1.

```lean
#print axioms PAWOverlapIncomplete.transform_bijective_iff
-- 'PAWOverlapIncomplete.transform_bijective_iff' depends on axioms: [propext, Classical.choice, Quot.sound]
#print axioms PAWOverlapIncomplete.overlap_posDef_iff
-- 'PAWOverlapIncomplete.overlap_posDef_iff' depends on axioms: [propext, Classical.choice, Quot.sound]
#print axioms PAWOverlapIncomplete.exists_projector_indefinite
-- 'PAWOverlapIncomplete.exists_projector_indefinite' depends on axioms: [propext, Classical.choice, Quot.sound]
#print axioms PAWOverlapIncomplete.plane_counterexample
-- 'PAWOverlapIncomplete.plane_counterexample' depends on axioms: [propext, Classical.choice, Quot.sound]
```
